# Finite groups of integer 3 × 3 matrices with determinant 1 have order dividing 24

When a symmetry search on a crystal structure returns its rotation parts as integer matrices in a primitive lattice basis, the distinct ones of determinant 1 can be counted. If they form a group, the count divides 24; a count of 5 or 16 shows that the search has missed or added operations. In Brillouin-zone sampling, the proper rotations of a three-dimensional crystal therefore relate a k-point to at most 23 others, improper operations and time reversal being left out.

In Lean, `SL₃` is the group of integer 3 × 3 matrices of determinant 1, `H : Subgroup SL₃` is a group of such operations, and `[Finite H]` makes it finite. The conclusion is `Nat.card H ∣ 24`. Translation parts do not enter, and the possible groups are not listed.

```lean
import Mathlib

open Matrix
open scoped Kronecker

namespace CrystallographicRotationOrder

local notation "M₃" => Matrix (Fin 3) (Fin 3) ℤ
local notation "SL₃" => Matrix.SpecialLinearGroup (Fin 3) ℤ
```

## Finiteness allows averaging over the group

The point group of a three-dimensional crystal has finitely many operations. Without finiteness the bound fails: the powers of one shear, with ones on the diagonal and a single 1 above it, form an infinite group of determinant 1.

Let \(\rho\) represent a finite group \(G\) by integer matrices, and put \(S=\sum_g\rho(g)\). Since \(\rho(h)S=S\) for every \(h\), \(S^2=|G|S\). Hence \(P=S/|G|\) satisfies \(P^2=P\), and its trace is its rank \(r\), so
\[
\sum_g \operatorname{tr}\rho(g)=|G|\,r .
\]
`card_dvd_sum_trace` does this over the rationals, where division by \(|G|\) is possible.

```lean
/-- The order of a finite group divides the sum of the characters of any integer matrix
representation. -/
theorem card_dvd_sum_trace {G m : Type} [Group G] [Fintype G] [Fintype m] [DecidableEq m]
    (ρ : G →* Matrix m m ℤ) : (Fintype.card G : ℤ) ∣ ∑ g, (ρ g).trace := by
  obtain ⟨σ, hσ⟩ : ∃ σ : G →* Matrix m m ℚ, ∀ g, (σ g).trace = ((ρ g).trace : ℚ) :=
    ⟨(Int.castRingHom ℚ).mapMatrix.toMonoidHom.comp ρ, fun g => by simp [Matrix.trace]⟩
  have hN : (Fintype.card G : ℚ) ≠ 0 := by exact_mod_cast Fintype.card_ne_zero
  have h (g : G) : σ g * ∑ x, σ x = ∑ x, σ x := by
    rw [Finset.mul_sum]
    simp_rw [← map_mul]
    exact Equiv.sum_comp (Equiv.mulLeft g) (fun x => σ x)
  have hS : (∑ g, σ g) * (∑ g, σ g) = (Fintype.card G : ℚ) • ∑ g, σ g := by
    rw [Finset.sum_mul, Finset.sum_congr rfl (fun g _ => h g), Finset.sum_const,
      Finset.card_univ, ← Nat.cast_smul_eq_nsmul ℚ]
  -- the group average is a projection, so its trace is a dimension
  obtain ⟨P, hPdef⟩ : ∃ P, P = (Fintype.card G : ℚ)⁻¹ • ∑ g, σ g := ⟨_, rfl⟩
  have hP : P * P = P := by
    rw [hPdef, smul_mul_assoc, mul_smul_comm, hS, inv_smul_smul₀ hN]
  have hf : LinearMap.IsProj (LinearMap.range (Matrix.toLin' P)) (Matrix.toLin' P) :=
    ⟨fun x => LinearMap.mem_range_self _ x, by
      rintro _ ⟨y, rfl⟩
      rw [Matrix.toLin'_apply, Matrix.toLin'_apply, Matrix.mulVec_mulVec, hP]⟩
  have ht := hf.trace
  rw [LinearMap.trace_eq_matrix_trace ℚ (Pi.basisFun ℚ m), LinearMap.toMatrix_eq_toMatrix',
    LinearMap.toMatrix'_toLin', hPdef, Matrix.trace_smul, smul_eq_mul, Matrix.trace_sum,
    inv_mul_eq_iff_eq_mul₀ hN] at ht
  simp only [hσ] at ht
  refine ⟨(Module.finrank ℚ (LinearMap.range
    (Matrix.toLin' ((Fintype.card G : ℚ)⁻¹ • ∑ g, σ g))) : ℤ), ?_⟩
  exact_mod_cast ht
```

For a second representation \(\tau\), \(\operatorname{tr}(\rho(g)\otimes\tau(g))=\operatorname{tr}\rho(g)\operatorname{tr}\tau(g)\). Absorbing one factor at a time, by induction on \(k\), shows that \(|G|\) divides \(\sum_g\operatorname{tr}\rho(g)\,(\operatorname{tr}\tau(g))^k\).

```lean
/-- The order of a finite group divides the sum over the group of one integer character times
any power of another. -/
theorem card_dvd_sum_trace_mul_pow {G n : Type} [Group G] [Fintype G] [Fintype n]
    [DecidableEq n] (τ : G →* Matrix n n ℤ) (k : ℕ) :
    ∀ {m : Type} [Fintype m] [DecidableEq m] (ρ : G →* Matrix m m ℤ),
      (Fintype.card G : ℤ) ∣ ∑ g, (ρ g).trace * (τ g).trace ^ k := by
  induction k with
  | zero => intro m _ _ ρ; simpa using card_dvd_sum_trace ρ
  | succ k ih =>
    intro m _ _ ρ
    -- absorb one factor of the character into a tensor product
    let ρ' : G →* Matrix (m × n) (m × n) ℤ :=
      { toFun := fun g => ρ g ⊗ₖ τ g
        map_one' := by simp
        map_mul' := fun g h => by simp [Matrix.mul_kronecker_mul] }
    have e (g : G) : (ρ' g).trace = (ρ g).trace * (τ g).trace := Matrix.trace_kronecker _ _
    have hs : ∑ g, (ρ g).trace * (τ g).trace ^ (k + 1)
        = ∑ g, (ρ' g).trace * (τ g).trace ^ k :=
      Finset.sum_congr rfl fun g _ => by rw [e]; ring
    rw [hs]
    exact ih ρ'
```

## Traces in a finite group are at most 3 in absolute value

Determinant 1 selects proper rotations. Without it, inversion is admitted, and the full symmetry group of the cube has order 48.

If \(A\) has eigenvalues \(\lambda_i\) with product 1, then \(\sum_{i<j}\lambda_i\lambda_j=\sum_i\lambda_i^{-1}\), so
\[
\operatorname{tr}A^2=(\operatorname{tr}A)^2-2\operatorname{tr}A^{-1}.
\]
Lean checks this by writing both sides out in the entries of \(A\), using the adjugate as the inverse.

```lean
/-- For a 3 by 3 integer matrix of determinant 1, the trace of the square is the squared trace
minus twice the trace of the inverse. -/
theorem trace_sq (A : SL₃) : (A * A).1.trace = A.1.trace ^ 2 - 2 * (A⁻¹).1.trace := by
  rw [Matrix.SpecialLinearGroup.coe_inv, Matrix.SpecialLinearGroup.coe_mul,
    Matrix.adjugate_fin_three]
  simp [Matrix.trace_fin_three, Matrix.mul_apply, Fin.sum_univ_three]
  ring
```

Finiteness supplies an element \(g\) with the largest \(|\operatorname{tr}g|=\mu\). As \(g^2\) and \(g^{-1}\) are also in the group, \(\mu^2=\operatorname{tr}g^2+2\operatorname{tr}g^{-1}\le3\mu\), hence \(\mu\le3\).

```lean
/-- Every element of a finite group of integer 3 by 3 matrices of determinant 1 has a trace of
absolute value at most 3. -/
theorem abs_trace_le_three (H : Subgroup SL₃) [Finite H] {A : SL₃} (hA : A ∈ H) :
    |A.1.trace| ≤ 3 := by
  -- compare an element whose trace is largest in absolute value with its square and inverse
  obtain ⟨g, hg⟩ := Finite.exists_max (fun g : H => |g.1.1.trace|)
  have h1 : |(g.1 * g.1).1.trace| ≤ |g.1.1.trace| := hg (g * g)
  have h2 : |(g.1⁻¹).1.trace| ≤ |g.1.1.trace| := hg g⁻¹
  have h3 : |A.1.trace| ≤ |g.1.1.trace| := hg ⟨A, hA⟩
  have e := trace_sq g.1
  have q : |g.1.1.trace| ^ 2 ≤ 3 * |g.1.1.trace| := by
    rw [sq_abs]
    linarith [le_abs_self (g.1 * g.1).1.trace, le_abs_self (g.1⁻¹).1.trace]
  have : |g.1.1.trace| ≤ 3 := by nlinarith
  exact h3.trans this
```

## Integer entries leave five traces

Integer entries express that lattice vectors go to lattice vectors. Without them, a fivefold rotation generates a group of order 5, in which every element except the identity has a non-integer trace.

Write \(t=\operatorname{tr}A\) and \(s=\operatorname{tr}A^{-1}\). The bound applied to \(A^{-2}\) gives \(s^2-2t\le3\), so \(t\ge-3/2\), and the integer \(t\) is one of \(-1,0,1,2,3\).

If \(t=3\), the bound on \(A^2\) gives \(9-2s\le3\), so \(s\ge3\), and the bound on \(A^{-1}\) leaves \(s=3\). Cayley–Hamilton then reads \(A^3-3A^2+3A-1=0\), that is, \(N^3=0\) for \(N=A-1\). Finiteness gives \(A^m=1\) for some \(m>0\), while
\[
A^m=1+mN+cN^2,\qquad c=\tfrac{m(m-1)}2 .
\]
Thus \(mN+cN^2=0\). Multiplying by \(N\) gives \(N^2=0\), and then \(N=0\). `eq_zero_of_unipotent` contains this last argument.

```lean
/-- If an integer 3 by 3 matrix N cubes to zero and some positive power of 1 + N is the identity,
then N = 0. -/
theorem eq_zero_of_unipotent (N : M₃) (h3 : N * N * N = 0) {m : ℕ} (hm : m ≠ 0)
    (h : (1 + N) ^ m = 1) : N = 0 := by
  have bin : ∀ k : ℕ, ∃ c : ℤ, (1 + N) ^ k = 1 + (k : ℤ) • N + c • (N * N) := by
    intro k
    induction k with
    | zero => exact ⟨0, by simp⟩
    | succ k ih =>
      obtain ⟨c, hc⟩ := ih
      refine ⟨c + k, ?_⟩
      rw [pow_succ, hc]
      simp only [mul_add, add_mul, one_mul, mul_one, smul_mul_assoc, h3, smul_zero]
      push_cast
      module
  have key (X : M₃) (hX : (m : ℤ) • X = 0) : X = 0 := by
    ext i j
    have := congrFun (congrFun hX i) j
    simpa [hm] using this
  obtain ⟨c, hc⟩ := bin m
  have e : (m : ℤ) • N + c • (N * N) = 0 := by
    rw [h, add_assoc] at hc
    exact left_eq_add.mp hc
  have e2 : N * N = 0 := by
    apply key
    have := congrArg (· * N) e
    simpa only [add_mul, smul_mul_assoc, h3, smul_zero, add_zero, zero_mul] using this
  exact key N (by simpa only [e2, smul_zero, add_zero] using e)
```

`trace_classification` combines the inequalities with it: every element other than the identity has trace \(-1,0,1\) or \(2\), the values for two-, three-, four- and sixfold rotations.

```lean
set_option maxHeartbeats 400000 in
/-- Every element of a finite group of integer 3 by 3 matrices of determinant 1 is the identity or
has trace -1, 0, 1 or 2. -/
theorem trace_classification (H : Subgroup SL₃) [Finite H] {A : SL₃} (hA : A ∈ H) :
    A = 1 ∨ A.1.trace = -1 ∨ A.1.trace = 0 ∨ A.1.trace = 1 ∨ A.1.trace = 2 := by
  have hi := H.inv_mem hA
  have b1 := abs_le.mp (abs_trace_le_three H hA)
  have b2 := abs_le.mp (abs_trace_le_three H hi)
  have b3 := abs_le.mp (abs_trace_le_three H (H.mul_mem hA hA))
  have b4 := abs_le.mp (abs_trace_le_three H (H.mul_mem hi hi))
  rw [trace_sq] at b3 b4
  rw [inv_inv] at b4
  have lo : -1 ≤ A.1.trace := by
    have : -3 ≤ 2 * A.1.trace := by nlinarith [sq_nonneg (A⁻¹).1.trace]
    omega
  by_cases ht : A.1.trace = 3
  · left
    have hs : (A⁻¹).1.trace = 3 := by rw [ht] at b3; linarith [b3.2, b2.2]
    rw [Matrix.SpecialLinearGroup.coe_inv] at hs
    -- Cayley-Hamilton in three dimensions, in the form of a formula for the adjugate
    have ch (X : M₃) : X.adjugate
        = X * X - X.trace • X + X.adjugate.trace • (1 : M₃) := by
      rw [Matrix.adjugate_fin_three]
      ext i j
      simp only [Matrix.add_apply, Matrix.sub_apply, Matrix.smul_apply, smul_eq_mul]
      fin_cases i <;> fin_cases j <;>
        simp [Matrix.mul_apply, Fin.sum_univ_three, Matrix.trace_fin_three] <;> ring
    have t3 (X : M₃) : (3 : ℤ) • X = X + X + X := by
      ext i j
      simp only [Matrix.smul_apply, Matrix.add_apply, smul_eq_mul]
      ring
    have q := ch A.1
    rw [ht, hs, t3 A.1, t3 1] at q
    have c := Matrix.mul_adjugate A.1
    rw [A.2, one_smul, q] at c
    have h3 : (A.1 - 1) * (A.1 - 1) * (A.1 - 1) = 0 := by
      linear_combination (norm := noncomm_ring) c
    have hp : A ^ Nat.card H = 1 :=
      congrArg Subtype.val (pow_card_eq_one' (x := (⟨A, hA⟩ : H)))
    have z := eq_zero_of_unipotent (A.1 - 1) h3 (m := Nat.card H) Nat.card_pos.ne' (by
      rw [add_sub_cancel, ← Matrix.SpecialLinearGroup.coe_pow, hp,
        Matrix.SpecialLinearGroup.coe_one])
    exact Subtype.ext (sub_eq_zero.mp z)
  · right
    omega
```

The polynomial
\[
(t+1)t(t-1)(t-2)=t^4-2t^3-t^2+2t
\]
vanishes at these four values and equals 24 at \(t=3\). Its sum over \(H\) is therefore 24. By the character sums with \(\rho=\tau\) and \(k=0,1,2,3\), \(|H|\) divides it.

```lean
/-- Every finite group of integer 3 by 3 matrices of determinant 1 has order dividing 24. -/
theorem card_dvd_24 (H : Subgroup SL₃) [Finite H] : Nat.card H ∣ 24 := by
  have := Fintype.ofFinite H
  let τ : H →* M₃ := { toFun := fun g => g.1.1, map_one' := rfl, map_mul' := fun _ _ => rfl }
  have d (k : ℕ) := card_dvd_sum_trace_mul_pow τ k τ
  -- this polynomial in the trace vanishes on every element except the identity
  have e : ∑ g, ((τ g).trace + 1) * (τ g).trace * ((τ g).trace - 1) * ((τ g).trace - 2)
      = 24 := by
    rw [Finset.sum_eq_single (1 : H)]
    · have : (τ 1).trace = 3 := by rw [map_one]; simp
      rw [this]; norm_num
    · intro g _ hg
      have c : g.1 = 1 ∨ (τ g).trace = -1 ∨ (τ g).trace = 0 ∨ (τ g).trace = 1 ∨
        (τ g).trace = 2 := trace_classification H g.2
      rcases c with h | h | h | h | h
      · exact absurd (Subtype.ext h) hg
      all_goals rw [h]; norm_num
    · simp
  have e2 : ∑ g, ((τ g).trace + 1) * (τ g).trace * ((τ g).trace - 1) * ((τ g).trace - 2)
      = ∑ g, (τ g).trace * (τ g).trace ^ 3 - 2 * ∑ g, (τ g).trace * (τ g).trace ^ 2
        - ∑ g, (τ g).trace * (τ g).trace ^ 1 + 2 * ∑ g, (τ g).trace * (τ g).trace ^ 0 := by
    simp only [Finset.mul_sum, ← Finset.sum_sub_distrib, ← Finset.sum_add_distrib]
    exact Finset.sum_congr rfl fun g _ => by ring
  have r := dvd_add (dvd_sub (dvd_sub (d 3) ((d 2).mul_left 2)) (d 1)) ((d 0).mul_left 2)
  rw [← e2, e] at r
  rw [Nat.card_eq_fintype_card]
  exact_mod_cast r
```

## An invertible basis brings real operations to integer form

For real matrices, the columns of `B` are the basis vectors of the lattice. `hB` makes them independent, and `hL` says that each \(g\) satisfies \(gB=BM_g\) with \(M_g\) an integer matrix. With \(B=0\), `hL` would hold for every group, fivefold rotations included.

By hand, \(M_g=B^{-1}gB\) has determinant 1, respects products and determines \(g\). Lean proves these three facts by cancelling `B`, then applies `card_dvd_24` to the image.

```lean
/-- A finite group of real 3 by 3 matrices of determinant 1 that maps the lattice spanned by the
columns of an invertible matrix B into itself has order dividing 24. -/
theorem lattice_rotations_card_dvd_24 (G : Subgroup (Matrix.SpecialLinearGroup (Fin 3) ℝ))
    [Finite G] (B : Matrix (Fin 3) (Fin 3) ℝ) (hB : B.det ≠ 0)
    (hL : ∀ g ∈ G, ∃ M : M₃, g.1 * B = B * M.map (Int.cast : ℤ → ℝ)) :
    Nat.card G ∣ 24 := by
  choose M hM using fun g : G => hL g.1 g.2
  have hu : IsUnit B := (Matrix.isUnit_iff_isUnit_det B).2 hB.isUnit
  let c : M₃ →+* Matrix (Fin 3) (Fin 3) ℝ := (Int.castRingHom ℝ).mapMatrix
  have hM' (g : G) : g.1.1 * B = B * c (M g) := hM g
  have hc : Function.Injective c := fun X Y h => by
    ext i j
    exact Int.cast_injective (α := ℝ) (congrFun (congrFun h i) j)
  have hdet (g : G) : (M g).det = 1 := by
    have h := congrArg Matrix.det (hM' g)
    have h' : (c (M g)).det = ((M g).det : ℝ) :=
      (RingHom.map_det (Int.castRingHom ℝ) (M g)).symm
    rw [Matrix.det_mul, Matrix.det_mul, g.1.2, one_mul, h'] at h
    have : ((M g).det : ℝ) = 1 := mul_left_cancel₀ hB (by rw [mul_one]; exact h.symm)
    exact_mod_cast this
  have hmul (g h : G) : M (g * h) = M g * M h := by
    apply hc
    apply hu.mul_left_cancel
    rw [map_mul, ← hM' (g * h), ← mul_assoc, ← hM' g, mul_assoc, ← hM' h, ← mul_assoc]
    rfl
  -- in the lattice basis the group becomes a group of integer matrices
  let ρ : G →* SL₃ := MonoidHom.mk' (fun g => ⟨M g, hdet g⟩) fun g h => Subtype.ext (hmul g h)
  have hρ : Function.Injective ρ := fun g h e => by
    have e' : M g = M h := congrArg Subtype.val e
    apply Subtype.ext
    apply Subtype.ext
    apply hu.mul_right_cancel
    rw [hM' g, hM' h, e']
  let eq := (MonoidHom.ofInjective hρ).toEquiv
  have : Finite ρ.range := Finite.of_equiv _ eq
  rw [Nat.card_congr eq]
  exact card_dvd_24 _
```

## The cube attains the bound

The cube has vertices \((\pm1,\pm1,\pm1)\), and `cubeRotations` requires that \(Av\) be a vertex exactly when \(v\) is.

```lean
/-- The vertices of the cube centred at the origin: all three coordinates are 1 or -1. -/
def IsVertex (v : Fin 3 → ℤ) : Prop := ∀ i, |v i| = 1

/-- The rotation group of the cube: integer matrices of determinant 1 that send a vector to a
vertex exactly when it is a vertex. -/
def cubeRotations : Subgroup SL₃ where
  carrier := {A | ∀ v, IsVertex (A.1 *ᵥ v) ↔ IsVertex v}
  mul_mem' := by
    intro A B hA hB v
    change IsVertex ((A.1 * B.1) *ᵥ v) ↔ _
    rw [← Matrix.mulVec_mulVec]
    exact (hA _).trans (hB v)
  one_mem' := by intro v; simp
  inv_mem' := by
    intro A hA v
    have h := hA ((A⁻¹).1 *ᵥ v)
    have e : A.1 * (A⁻¹).1 = 1 := congrArg Subtype.val (mul_inv_cancel A)
    rw [Matrix.mulVec_mulVec, e, Matrix.one_mulVec] at h
    exact h.symm
```

A signed permutation matrix satisfies \(|(Av)_i|=|v_{p(i)}|\), so it meets this condition. There are six permutations \(p\) and two free signs; determinant 1 fixes the third sign. This gives \(6\cdot4=24\) elements.

```lean
/-- The signed permutation matrix with a given permutation and two given signs, the third sign
being the product of these two and the parity of the permutation. -/
def signedPerm (p : Equiv.Perm (Fin 3) × ℤˣ × ℤˣ) : M₃ :=
  Matrix.of fun i j => if p.1 i = j then
    ((![p.2.1, p.2.2, Equiv.Perm.sign p.1 * p.2.1 * p.2.2] i : ℤˣ) : ℤ) else 0
```

Conversely, a row \((a,b,c)\) of a cube rotation satisfies \(|\pm a\pm b\pm c|=1\) for all signs. Flipping one sign changes the sum by at most 2, so every entry lies between \(-1\) and \(1\). The group is finite, its order divides 24, and it has at least 24 elements.

```lean
/-- The rotation group of the cube has exactly 24 elements. -/
theorem card_cubeRotations : Nat.card cubeRotations = 24 := by
  -- all matrix entries lie between -1 and 1, so the group is finite
  have bd (A : cubeRotations) (i j : Fin 3) : -1 ≤ A.1.1 i j ∧ A.1.1 i j ≤ 1 := by
    have h (x y z : ℤ) (hx : |x| = 1) (hy : |y| = 1) (hz : |z| = 1) :
        |A.1.1 i 0 * x + A.1.1 i 1 * y + A.1.1 i 2 * z| = 1 := by
      have := (A.2 ![x, y, z]).2 (by intro k; fin_cases k <;> simp [hx, hy, hz]) i
      simpa [Matrix.mulVec, dotProduct, Fin.sum_univ_three] using this
    have h0 := h 1 1 1 (by norm_num) (by norm_num) (by norm_num)
    have h1 := h (-1) 1 1 (by norm_num) (by norm_num) (by norm_num)
    have h2 := h 1 (-1) 1 (by norm_num) (by norm_num) (by norm_num)
    have h3 := h 1 1 (-1) (by norm_num) (by norm_num) (by norm_num)
    rw [abs_eq zero_le_one] at h0 h1 h2 h3
    have a0 : -1 ≤ A.1.1 i 0 ∧ A.1.1 i 0 ≤ 1 := by omega
    have a1 : -1 ≤ A.1.1 i 1 ∧ A.1.1 i 1 ≤ 1 := by omega
    have a2 : -1 ≤ A.1.1 i 2 ∧ A.1.1 i 2 ≤ 1 := by omega
    fin_cases j
    exacts [a0, a1, a2]
  have : Finite (Set.Icc (fun _ _ => -1 : Fin 3 → Fin 3 → ℤ) (fun _ _ => 1)) :=
    (Set.finite_Icc _ _).to_subtype
  have : Finite cubeRotations := Finite.of_injective
    (fun A => (⟨fun i j => A.1.1 i j, fun i j => (bd A i j).1, fun i j => (bd A i j).2⟩ :
      Set.Icc (fun _ _ => -1 : Fin 3 → Fin 3 → ℤ) (fun _ _ => 1)))
    (fun A B h => by
      have h' := congrArg Subtype.val h
      exact Subtype.ext (Subtype.ext h'))
  -- 24 different signed permutation matrices belong to the group
  have hdet : ∀ p, (signedPerm p).det = 1 := by
    intro p
    rw [Matrix.det_fin_three]
    revert p
    decide +kernel
  have hinj : Function.Injective signedPerm := by decide +kernel
  have hmem (p) : (⟨signedPerm p, hdet p⟩ : SL₃) ∈ cubeRotations := by
    intro v
    have e (i : Fin 3) : |(signedPerm p *ᵥ v) i| = |v (p.1 i)| := by
      have u (s : ℤˣ) : |(s : ℤ)| = 1 := by
        rcases Int.units_eq_one_or s with h | h <;> simp [h]
      simp only [signedPerm, Matrix.mulVec, dotProduct, Matrix.of_apply, ite_mul, zero_mul,
        Finset.sum_ite_eq, Finset.mem_univ, if_true, abs_mul, u, one_mul]
    change (∀ i, |(signedPerm p *ᵥ v) i| = 1) ↔ ∀ i, |v i| = 1
    simp only [e]
    exact ⟨fun h i => by simpa using h (p.1.symm i), fun h i => h _⟩
  have le := Nat.card_le_card_of_injective
    (fun p => (⟨⟨signedPerm p, hdet p⟩, hmem p⟩ : cubeRotations))
    fun p q h => hinj (congrArg (fun A : cubeRotations => A.1.1) h)
  have c : Nat.card (Equiv.Perm (Fin 3) × ℤˣ × ℤˣ) = 24 := by
    rw [Nat.card_eq_fintype_card]
    decide +kernel
  rw [c] at le
  exact le_antisymm (Nat.le_of_dvd (by norm_num) (card_dvd_24 cubeRotations)) le
```

The comparison with any other finite `H` follows, since a divisor of 24 is at most 24.

```lean
/-- No finite group of integer 3 by 3 matrices of determinant 1 has more elements than the
rotation group of the cube. -/
theorem card_le_card_cubeRotations (H : Subgroup SL₃) [Finite H] :
    Nat.card H ≤ Nat.card cubeRotations := by
  rw [card_cubeRotations]
  exact Nat.le_of_dvd (by norm_num) (card_dvd_24 H)

end CrystallographicRotationOrder
```

```lean
#print axioms CrystallographicRotationOrder.card_dvd_24
#print axioms CrystallographicRotationOrder.lattice_rotations_card_dvd_24
#print axioms CrystallographicRotationOrder.card_le_card_cubeRotations
```

```
'CrystallographicRotationOrder.card_dvd_24' depends on axioms: [propext, Classical.choice, Quot.sound]
'CrystallographicRotationOrder.lattice_rotations_card_dvd_24' depends on axioms: [propext, Classical.choice, Quot.sound]
'CrystallographicRotationOrder.card_le_card_cubeRotations' depends on axioms: [propext, Classical.choice, Quot.sound]
```
